# Two-body transition densities factorise between overlapping Slater determinants

A Slater determinant can be an antisymmetrised wavefunction or a vector built by creation operators. Here it is the latter: a list of orbitals, created one after another on a vacuum vector $v$. The orbitals need not be orthonormal, and the two determinants $F$ and $G$ may use entirely different ones. If $\langle F,G\rangle\neq0$, all two-body transition elements between them follow from the one-body ones.

## Operators, determinants and densities

```lean
import Mathlib

open scoped InnerProductSpace ComplexConjugate

noncomputable section

namespace TransitionDensity

variable {ι H : Type*} [Fintype ι] [NormedAddCommGroup H] [InnerProductSpace ℂ H]
```

The finite type `ι` labels $n$ modes, and `H` is a complex inner product space. The inner product is conjugate-linear in its first argument.

```lean
/-- The operator creating a particle in the orbital `f`. -/
def create (c : ι → H →ₗ[ℂ] H) (f : ι → ℂ) : H →ₗ[ℂ] H := ∑ p, f p • c p
```

An orbital is a coefficient vector $f$, with creator $c(f)=\sum_p f_p c_p$.

```lean
/-- The determinant obtained by creating the listed orbitals on `v`. -/
def slater (c : ι → H →ₗ[ℂ] H) (v : H) : List (ι → ℂ) → H
  | [] => v
  | f :: l => create c f (slater c v l)
```

The empty list gives $v$; putting $f$ in front of a list applies $c(f)$ last.

```lean
/-- The transition density matrix `⟨F, c_p a_q G⟩ / ⟨F, G⟩`. -/
def density (c a : ι → H →ₗ[ℂ] H) (F G : H) (p q : ι) : ℂ :=
  ⟪F, c p (a q G)⟫_ℂ / ⟪F, G⟫_ℂ
```

This is $g_{pq}=\langle F,c_pa_qG\rangle/\langle F,G\rangle$.

```lean
/-- A Hamiltonian with one-body part `t` and two-body part `V`, acting on a state. -/
def hamiltonian (c a : ι → H →ₗ[ℂ] H) (t : ι → ι → ℂ) (V : ι → ι → ι → ι → ℂ) (x : H) : H :=
  (∑ p, ∑ q, t p q • c p (a q x)) +
    (1 / 2 : ℂ) • ∑ p, ∑ q, ∑ r, ∑ s, V p q r s • c p (c q (a s (a r x)))
```

The Hamiltonian is $\sum t_{pq}c_pa_q+\tfrac12\sum V_{pqrs}c_pc_qa_sa_r$. Neither Hermiticity nor any symmetry of $t$ and $V$ is required.

```lean
lemma create_apply (c : ι → H →ₗ[ℂ] H) (f : ι → ℂ) (x : H) :
    create c f x = ∑ p, f p • c p x := by
  simp [create, LinearMap.sum_apply]
```

This lemma evaluates $c(f)$ on a state.

```lean
/-- The orbitals whose creation operator kills `G`. -/
def filled (c : ι → H →ₗ[ℂ] H) (G : H) : Submodule ℂ (ι → ℂ) where
  carrier := {u | create c u G = 0}
  zero_mem' := by simp [create_apply]
  add_mem' := by
    intro u w hu hw
    simp only [Set.mem_ofPred_eq, create_apply] at *
    simp [add_smul, Finset.sum_add_distrib, hu, hw]
  smul_mem' := by
    intro z u hu
    simp only [Set.mem_ofPred_eq, create_apply] at *
    simp [mul_smul, ← Finset.smul_sum, hu]
```

Call this subspace $U$: the orbitals $u$ with $c(u)G=0$, already filled in $G$. The three fields after `carrier` prove that it is a subspace.

```lean
/-- The orbitals whose creation operator has only states orthogonal to `F` in its range. -/
def emptied (c : ι → H →ₗ[ℂ] H) (F : H) : Submodule ℂ (ι → ℂ) where
  carrier := {w | ∀ X, ⟪F, create c w X⟫_ℂ = 0}
  zero_mem' := by simp [create_apply]
  add_mem' := by
    intro u w hu hw X
    have e : create c (u + w) X = create c u X + create c w X := by
      simp [create_apply, add_smul, Finset.sum_add_distrib]
    rw [e, inner_add_right, hu X, hw X, add_zero]
  smul_mem' := by
    intro z u hu X
    have e : create c (z • u) X = z • create c u X := by
      simp [create_apply, mul_smul, Finset.smul_sum]
    rw [e, inner_smul_right, hu X, mul_zero]
```

Call this one $W$: the orbitals $w$ with $\langle F,c(w)X\rangle=0$ for every $X$.

```lean
variable [DecidableEq ι]

/-- Creators `c` and annihilators `a` are mutually adjoint and anticommute canonically. -/
structure IsCAR (c a : ι → H →ₗ[ℂ] H) : Prop where
  adj : ∀ p x y, ⟪c p x, y⟫_ℂ = ⟪x, a p y⟫_ℂ
  cc : ∀ p q x, c p (c q x) + c q (c p x) = 0
  ac : ∀ p q x, a p (c q x) + c q (a p x) = if p = q then x else 0
```

`IsCAR` collects the assumptions on the operators: $a_p$ is the adjoint of $c_p$, $\{c_p,c_q\}=0$ and $\{a_p,c_q\}=\delta_{pq}$. The delta means that the underlying modes are orthonormal.

## Moving creators past other operators

```lean
variable {c a : ι → H →ₗ[ℂ] H} {v : H}

omit [Fintype ι] in
/-- Annihilators anticommute with each other. -/
theorem ann_anticomm (h : IsCAR c a) (p q : ι) (x : H) :
    a p (a q x) + a q (a p x) = 0 := by
  refine ext_inner_left ℂ fun y => ?_
  rw [inner_add_right, ← h.adj, ← h.adj, ← h.adj, ← h.adj, ← inner_add_left, h.cc,
    inner_zero_left, inner_zero_right]
```

Taking adjoints of $\{c_p,c_q\}=0$ gives $\{a_p,a_q\}=0$.

```lean
lemma create_c (h : IsCAR c a) (g : ι → ℂ) (q : ι) (x : H) :
    create c g (c q x) = -c q (create c g x) := by
  simp only [create_apply, map_sum, map_smul]
  rw [← Finset.sum_neg_distrib]
  refine Finset.sum_congr rfl fun p _ => ?_
  linear_combination (norm := module) (g p) • h.cc p q x
```

By linearity, $c(g)c_q=-c_qc(g)$. As the argument of a creator, $g$ is an orbital, not the density matrix $g_{pq}$.

```lean
lemma create_anticomm (h : IsCAR c a) (f g : ι → ℂ) (x : H) :
    create c f (create c g x) = -create c g (create c f x) := by
  rw [create_apply c f (create c g x), create_apply c f x, map_sum, ← Finset.sum_neg_distrib]
  refine Finset.sum_congr rfl fun p _ => ?_
  rw [map_smul, create_c h, smul_neg, neg_neg]
```

Summing again, $c(f)c(g)=-c(g)c(f)$.

```lean
/-- Pauli principle: no orbital can be filled twice. -/
theorem create_self (h : IsCAR c a) (f : ι → ℂ) (x : H) : create c f (create c f x) = 0 := by
  have h2 : (2 : ℂ) • create c f (create c f x) = 0 := by
    linear_combination (norm := module) create_anticomm h f f x
  exact (smul_eq_zero.mp h2).resolve_left two_ne_zero
```

With $f=g$ this reads $2c(f)^2=0$, which is the Pauli principle.

```lean
lemma create_ann (h : IsCAR c a) (u : ι → ℂ) (r : ι) (x : H) :
    create c u (a r x) = u r • x - a r (create c u x) := by
  rw [eq_sub_iff_add_eq]
  simp only [create_apply, map_sum, map_smul]
  rw [← Finset.sum_add_distrib]
  have e : ∀ p, u p • c p (a r x) + u p • a r (c p x) = if r = p then u p • x else 0 := by
    intro p
    rw [← smul_add, add_comm, h.ac]
    split_ifs <;> simp
  simp only [e, Finset.sum_ite_eq, Finset.mem_univ, if_true]
```

The mixed relation becomes $c(u)a_r=u_r-a_rc(u)$. In particular, $c(u)G=0$ implies $c(u)a_rG=u_rG$.

## Counting filled and empty orbitals

```lean
lemma length_le_filled (h : IsCAR c a) (l : List (ι → ℂ)) (hne : slater c v l ≠ 0) :
    l.length ≤ Module.finrank ℂ (filled c (slater c v l)) := by
  induction l with
  | nil => simp
  | cons g l ih =>
    have ht : slater c v l ≠ 0 := fun h0 => hne (by simp [slater, h0])
    -- each new creator strictly enlarges the space of filled orbitals
    have hlt : filled c (slater c v l) < filled c (slater c v (g :: l)) := by
      refine lt_of_le_of_ne (fun u hu => ?_) (fun he => hne ?_)
      · change create c u (create c g (slater c v l)) = 0
        rw [create_anticomm h, show create c u (slater c v l) = 0 from hu, map_zero, neg_zero]
      · have hg : g ∈ filled c (slater c v (g :: l)) := create_self h g _
        rw [← he] at hg
        exact hg
    have h1 := Submodule.finrank_lt_finrank_of_lt hlt
    have h2 := ih ht
    simp only [List.length_cons]
    omega
```

Let $k_G$ be the length of $G$'s list. If $G\neq0$, then $\dim U\geq k_G$. To see this, add a creator $c(g)$ to a determinant $T$. Orbitals filled in $T$ stay filled, since $c(u)c(g)T=-c(g)c(u)T=0$, and $g$ becomes filled. It was not filled before, because $c(g)T\neq0$. Each creator therefore raises the dimension by at least one.

```lean
lemma inner_slater_create (h : IsCAR c a) (hv : ∀ p, a p v = 0) (l : List (ι → ℂ))
    (w : ι → ℂ) (hw : ∀ f ∈ l, ∑ p, conj (f p) * w p = 0) (X : H) :
    ⟪slater c v l, create c w X⟫_ℂ = 0 := by
  induction l generalizing X with
  | nil =>
    change ⟪v, create c w X⟫_ℂ = 0
    rw [create_apply, inner_sum]
    refine Finset.sum_eq_zero fun p _ => ?_
    rw [inner_smul_right, ← inner_conj_symm, h.adj, hv, inner_zero_right, map_zero, mul_zero]
  | cons f l ih =>
    have hT := ih (fun g hg => hw g (List.mem_cons_of_mem _ hg))
    have key : ∀ p, ⟪c p (slater c v l), create c w X⟫_ℂ = w p * ⟪slater c v l, X⟫_ℂ := by
      intro p
      have e : a p (create c w X) = w p • X - create c w (a p X) := by
        rw [create_ann h]; abel
      rw [h.adj, e, inner_sub_right, inner_smul_right, hT, sub_zero]
    change ⟪create c f (slater c v l), create c w X⟫_ℂ = 0
    rw [create_apply c f, sum_inner]
    simp only [inner_smul_left, key, ← mul_assoc]
    rw [← Finset.sum_mul, hw f (by simp), zero_mul]
```

If $w$ is orthogonal to every orbital of $F$, then $w\in W$. For $F=v$, adjointness and $a_pv=0$ give $\langle v,c_pX\rangle=0$. For $F=c(f)T$, induction removes the second term in
$$\langle c_pT,c(w)X\rangle=w_p\langle T,X\rangle-\langle T,c(w)a_pX\rangle.$$
Summing with $\overline{f_p}$ leaves $\sum_p\overline{f_p}w_p\,\langle T,X\rangle=0$.

```lean
lemma card_le_emptied (h : IsCAR c a) (hv : ∀ p, a p v = 0) (l : List (ι → ℂ)) :
    Fintype.card ι ≤ l.length + Module.finrank ℂ (emptied c (slater c v l)) := by
  obtain ⟨φ, hφ⟩ : ∃ φ : (ι → ℂ) →ₗ[ℂ] (Fin l.length → ℂ),
      ∀ w i, φ w i = ∑ p, conj (l.get i p) * w p :=
    ⟨Matrix.mulVecLin (Matrix.of fun i p => conj (l.get i p)), fun _ _ => rfl⟩
  have h1 := φ.finrank_range_add_finrank_ker
  have h2 := Submodule.finrank_le (LinearMap.range φ)
  have h3 : LinearMap.ker φ ≤ emptied c (slater c v l) := by
    intro w hw
    refine inner_slater_create h hv l w fun f hf => ?_
    obtain ⟨i, rfl⟩ := List.get_of_mem hf
    rw [← hφ, LinearMap.mem_ker.mp hw, Pi.zero_apply]
  have h4 := Submodule.finrank_mono h3
  rw [Module.finrank_fintype_fun_eq_card] at h1 h2
  rw [Fintype.card_fin] at h2
  omega
```

Orthogonality to $k_F$ orbitals imposes at most $k_F$ independent conditions, so $\dim W\geq n-k_F$.

```lean
lemma filled_inf_emptied (h : IsCAR c a) {F G : H} (hFG : ⟪F, G⟫_ℂ ≠ 0) :
    filled c G ⊓ emptied c F = ⊥ := by
  rw [eq_bot_iff]
  rintro u ⟨hu, hw⟩
  refine (Submodule.mem_bot ℂ).mpr (funext fun p => ?_)
  have e := hw (a p G)
  rw [create_ann h, show create c u G = 0 from hu, map_zero, sub_zero, inner_smul_right] at e
  exact (mul_eq_zero.mp e).resolve_right hFG
```

If $u\in U\cap W$, then $0=\langle F,c(u)a_pG\rangle=u_p\langle F,G\rangle$ for every $p$. Nonzero overlap forces $u=0$.

```lean
lemma length_le (h : IsCAR c a) (hv : ∀ p, a p v = 0) {fs gs : List (ι → ℂ)}
    (hFG : ⟪slater c v fs, slater c v gs⟫_ℂ ≠ 0) : gs.length ≤ fs.length := by
  have h1 := length_le_filled h gs (fun h0 => hFG (by rw [h0, inner_zero_right]))
  have h2 := card_le_emptied h hv fs
  have h3 := Submodule.finrank_sup_add_finrank_inf_eq
    (filled c (slater c v gs)) (emptied c (slater c v fs))
  rw [filled_inf_emptied h hFG, finrank_bot] at h3
  have h4 := Submodule.finrank_le (filled c (slater c v gs) ⊔ emptied c (slater c v fs))
  rw [Module.finrank_fintype_fun_eq_card] at h4
  omega
```

Hence $k_G+n-k_F\leq\dim U+\dim W=\dim(U+W)\leq n$, and $k_G\leq k_F$.

```lean
/-- Next to `F`, the creator `c_p` acts as the creator of an orbital filled in `G`, and the
components of that orbital are row `p` of the transition density matrix. -/
theorem exists_orbital (h : IsCAR c a) (hv : ∀ p, a p v = 0) {fs gs : List (ι → ℂ)}
    (hFG : ⟪slater c v fs, slater c v gs⟫_ℂ ≠ 0) (p : ι) :
    ∃ u : ι → ℂ, create c u (slater c v gs) = 0 ∧
      (∀ X, ⟪slater c v fs, c p X⟫_ℂ = ⟪slater c v fs, create c u X⟫_ℂ) ∧
      ∀ r, density c a (slater c v fs) (slater c v gs) p r = u r := by
  have hGF : ⟪slater c v gs, slater c v fs⟫_ℂ ≠ 0 := fun h0 => hFG (by
    rw [← inner_conj_symm, h0, map_zero])
  have hk := length_le h hv hGF
  have h1 := length_le_filled h gs (fun h0 => hFG (by rw [h0, inner_zero_right]))
  have h2 := card_le_emptied h hv fs
  have h3 := Submodule.finrank_sup_add_finrank_inf_eq
    (filled c (slater c v gs)) (emptied c (slater c v fs))
  rw [filled_inf_emptied h hFG, finrank_bot] at h3
  have h4 := Submodule.finrank_le (filled c (slater c v gs) ⊔ emptied c (slater c v fs))
  -- the two spaces of orbitals together span everything
  have htop : filled c (slater c v gs) ⊔ emptied c (slater c v fs) = ⊤ := by
    apply Submodule.eq_top_of_finrank_eq
    rw [Module.finrank_fintype_fun_eq_card] at h4 ⊢
    omega
  have hp : (Pi.single p 1 : ι → ℂ) ∈
      filled c (slater c v gs) ⊔ emptied c (slater c v fs) := by
    rw [htop]; exact Submodule.mem_top
  obtain ⟨u, hu, w, hw, huw⟩ := Submodule.mem_sup.mp hp
  have hu0 : create c u (slater c v gs) = 0 := hu
  have hX : ∀ X, ⟪slater c v fs, c p X⟫_ℂ = ⟪slater c v fs, create c u X⟫_ℂ := by
    intro X
    have e1 : c p X = create c (Pi.single p 1) X := by
      simp [create_apply, Pi.single_apply]
    have e2 : create c (u + w) X = create c u X + create c w X := by
      simp [create_apply, add_smul, Finset.sum_add_distrib]
    rw [e1, ← huw, e2, inner_add_right, hw X, add_zero]
  refine ⟨u, hu0, hX, fun r => ?_⟩
  rw [density, hX, create_ann h, hu0, map_zero, sub_zero, inner_smul_right, mul_div_assoc,
    div_self hFG, mul_one]
```

Let $\langle F,G\rangle\neq0$, as the theorem requires. Exchanging $F$ and $G$ in the last inequality gives $k_F=k_G$: equal particle number is derived, not assumed. Now $U+W$ has dimension $n$, so the unit vector of mode $p$ splits as $e_p=u+w$ with $u\in U$, $w\in W$. Since $w$ contributes nothing next to $F$,
$$\langle F,c_pX\rangle=\langle F,c(u)X\rangle.$$
Choosing $X=a_rG$ and dividing by the overlap gives $g_{pr}=u_r$.

## The factorisation and its consequences

```lean
omit [Fintype ι] [DecidableEq ι] in
lemma one_body {F G : H} (hFG : ⟪F, G⟫_ℂ ≠ 0) (p q : ι) :
    ⟪F, c p (a q G)⟫_ℂ = ⟪F, G⟫_ℂ * density c a F G p q := by
  rw [density, mul_comm, div_mul_cancel₀ _ hFG]
```

This is the definition of $g$ with the denominator cleared.

```lean
/-- Between two determinants with nonzero overlap, the two-body transition element is the overlap
times an antisymmetrised product of one-body transition densities. -/
theorem two_body_factorisation (h : IsCAR c a) (hv : ∀ p, a p v = 0) {fs gs : List (ι → ℂ)}
    (hFG : ⟪slater c v fs, slater c v gs⟫_ℂ ≠ 0) (p q r s : ι) :
    ⟪slater c v fs, c p (c q (a s (a r (slater c v gs))))⟫_ℂ =
      ⟪slater c v fs, slater c v gs⟫_ℂ *
        (density c a (slater c v fs) (slater c v gs) p r *
            density c a (slater c v fs) (slater c v gs) q s -
          density c a (slater c v fs) (slater c v gs) p s *
            density c a (slater c v fs) (slater c v gs) q r) := by
  obtain ⟨u, hu, hX, hg⟩ := exists_orbital h hv hFG p
  -- move the filled orbital to the right until it meets `G`
  rw [hX, create_c h, create_ann h, create_ann h, hu, hg r, hg s]
  simp only [map_zero, sub_zero, map_sub, map_smul, inner_neg_right, inner_sub_right,
    inner_smul_right]
  rw [one_body hFG q r, one_body hFG q s]
  ring
```

The hypotheses are `IsCAR`, a vector $v$ killed by every annihilator, and nonzero overlap; $v$ need not be normalised. With $u$ as above,
$$\begin{aligned}
\langle F,c_pc_qa_sa_rG\rangle&=-\langle F,c_q\,c(u)a_sa_rG\rangle\\
&=-u_s\langle F,c_qa_rG\rangle+u_r\langle F,c_qa_sG\rangle\\
&=\langle F,G\rangle\,(g_{pr}g_{qs}-g_{ps}g_{qr}).
\end{aligned}$$
The first `rw` line carries $c(u)$ to $G$, `simp only` expands the inner product, the second `rw` inserts the one-body densities, and `ring` collects the terms.

The formula does not extend to orthogonal determinants: $g$ then has a zero denominator, and Lean's convention $x/0=0$ makes the right-hand side zero. For $F=c_1c_2v$ and $G=c_3c_4v$ with four distinct modes, $\langle F,c_1c_2a_4a_3G\rangle=\|v\|^2$, which is nonzero when $v\neq0$.

```lean
/-- The transition density matrix of two overlapping determinants is idempotent. -/
theorem density_idempotent (h : IsCAR c a) (hv : ∀ p, a p v = 0) {fs gs : List (ι → ℂ)}
    (hFG : ⟪slater c v fs, slater c v gs⟫_ℂ ≠ 0) (p r : ι) :
    ∑ q, density c a (slater c v fs) (slater c v gs) p q *
        density c a (slater c v fs) (slater c v gs) q r =
      density c a (slater c v fs) (slater c v gs) p r := by
  obtain ⟨u, -, hX, hg⟩ := exists_orbital h hv hFG p
  rw [density, hX, create_apply, inner_sum, Finset.sum_div]
  refine Finset.sum_congr rfl fun q _ => ?_
  rw [hg q, inner_smul_right, mul_div_assoc, density]
```

Inserting $c(u)=\sum_qu_qc_q$ into $g_{pr}$ gives $g_{pr}=\sum_qg_{pq}g_{qr}$, so $g^2=g$.

```lean
/-- The Hamiltonian matrix element between two overlapping determinants is the overlap times
an energy expression in the transition density matrix. -/
theorem hamiltonian_element (h : IsCAR c a) (hv : ∀ p, a p v = 0) {fs gs : List (ι → ℂ)}
    (hFG : ⟪slater c v fs, slater c v gs⟫_ℂ ≠ 0) (t : ι → ι → ℂ) (V : ι → ι → ι → ι → ℂ)
    (g : ι → ι → ℂ) (hg : g = density c a (slater c v fs) (slater c v gs)) :
    ⟪slater c v fs, hamiltonian c a t V (slater c v gs)⟫_ℂ =
      ⟪slater c v fs, slater c v gs⟫_ℂ * ((∑ p, ∑ q, t p q * g p q) +
        1 / 2 * ∑ p, ∑ q, ∑ r, ∑ s, V p q r s * (g p r * g q s - g p s * g q r)) := by
  subst hg
  simp only [hamiltonian, inner_add_right, inner_smul_right, inner_sum,
    two_body_factorisation h hv hFG, one_body hFG, mul_add, Finset.mul_sum]
  congr 1
  · exact Finset.sum_congr rfl fun p _ => Finset.sum_congr rfl fun q _ => by ring
  · exact Finset.sum_congr rfl fun p _ => Finset.sum_congr rfl fun q _ =>
      Finset.sum_congr rfl fun r _ => Finset.sum_congr rfl fun s _ => by ring
```

Linearity turns the two densities into a Hamiltonian matrix element. Such elements occur in configuration interaction with non-orthogonal determinants; the formula covers pairs with nonzero overlap in a finite orthonormal mode basis.

## Two modes and one particle

```lean
/-- Creators of two modes in the occupation basis `00, 10, 01, 11`. -/
def modeC : Fin 2 → EuclideanSpace ℂ (Fin 4) →ₗ[ℂ] EuclideanSpace ℂ (Fin 4) :=
  ![{ toFun := fun x => !₂[0, x 0, 0, x 2]
      map_add' := by intro x y; ext i; fin_cases i <;> simp
      map_smul' := by intro z x; ext i; fin_cases i <;> simp },
    { toFun := fun x => !₂[0, 0, x 0, -x 1]
      map_add' := by intro x y; ext i; fin_cases i <;> simp [add_comm]
      map_smul' := by intro z x; ext i; fin_cases i <;> simp }]
```

Modes are numbered 0 and 1. The minus sign in the second creator makes the two anticommute.

```lean
/-- Annihilators of two modes in the occupation basis `00, 10, 01, 11`. -/
def modeA : Fin 2 → EuclideanSpace ℂ (Fin 4) →ₗ[ℂ] EuclideanSpace ℂ (Fin 4) :=
  ![{ toFun := fun x => !₂[x 1, 0, x 3, 0]
      map_add' := by intro x y; ext i; fin_cases i <;> simp
      map_smul' := by intro z x; ext i; fin_cases i <;> simp },
    { toFun := fun x => !₂[x 2, -x 3, 0, 0]
      map_add' := by intro x y; ext i; fin_cases i <;> simp [add_comm]
      map_smul' := by intro z x; ext i; fin_cases i <;> simp }]
```

These are the adjoint annihilators.

```lean
/-- The two-mode operators satisfy the relations, the state `00` is annihilated, and the
determinants of the orbitals `(1, 0)` and `(1, 1)` have overlap one. -/
theorem twoMode_witness :
    IsCAR modeC modeA ∧ (∀ p, modeA p !₂[1, 0, 0, 0] = 0) ∧
      ⟪slater modeC !₂[1, 0, 0, 0] [![1, 0]], slater modeC !₂[1, 0, 0, 0] [![1, 1]]⟫_ℂ = 1 := by
  refine ⟨⟨?_, ?_, ?_⟩, ?_, ?_⟩
  · intro p x y
    fin_cases p <;> simp [modeC, modeA, PiLp.inner_apply, Fin.sum_univ_four]
  · intro p q x
    fin_cases p <;> fin_cases q <;> ext i <;> fin_cases i <;> simp [modeC]
  · intro p q x
    fin_cases p <;> fin_cases q <;> ext i <;> fin_cases i <;> simp [modeC, modeA]
  · intro p
    fin_cases p <;> ext i <;> fin_cases i <;> simp [modeA]
  · simp [slater, create_apply, Fin.sum_univ_two, modeC, PiLp.inner_apply, Fin.sum_univ_four]
    left
    simp [EuclideanSpace.norm_eq, Fin.sum_univ_four]

end TransitionDensity
```

The theorem confirms that these operators and determinants meet all the hypotheses, with overlap one. The orbital $(1,1)$ is not normalised; rescaling it by a nonzero factor changes the overlap but not $g$. Computing the density for this pair gives
$$g=\begin{pmatrix}1&1\\0&0\end{pmatrix},$$
which is idempotent but not Hermitian. Two annihilators destroy a one-particle state, and correspondingly $g_{pr}g_{qs}-g_{ps}g_{qr}$ vanishes because $g$ has rank one.

```lean
#print axioms TransitionDensity.ann_anticomm
-- 'TransitionDensity.ann_anticomm' depends on axioms: [propext, Classical.choice, Quot.sound]
#print axioms TransitionDensity.two_body_factorisation
-- 'TransitionDensity.two_body_factorisation' depends on axioms: [propext, Classical.choice, Quot.sound]
#print axioms TransitionDensity.density_idempotent
-- 'TransitionDensity.density_idempotent' depends on axioms: [propext, Classical.choice, Quot.sound]
#print axioms TransitionDensity.hamiltonian_element
-- 'TransitionDensity.hamiltonian_element' depends on axioms: [propext, Classical.choice, Quot.sound]
```
